# Zero-padded Fourier convolution gives the field of a finite chain for every kernel exactly when \(M\ge 2N-1\)

Let a chain of \(N\) cells carry magnetization \(m_j\), and let \(K(d)\) be a kernel for separations \(-N<d<N\). If \(m\) is zero-padded and \(K\) is wrapped by summation onto a ring of \(M\ge1\) sites, the inverse DFT of the product of their DFTs equals \(\sum_{j<N}K(i-j)m_j\) at every cell \(i<N\), for all \(K\) and \(m\), if and only if \(M\ge 2N-1\).

```lean
import Mathlib

open Finset

namespace DipolarFieldFFT

noncomputable section

/-- The field at cell `i` of a chain of `N` cells, summed directly over all source cells:
`∑ j < N, K (i - j) * m j`. -/
def directField (N : ℕ) (K : ℤ → ℂ) (m : ℕ → ℂ) (i : ℕ) : ℂ :=
  ∑ j ∈ range N, K ((i : ℤ) - (j : ℤ)) * m j

/-- Zero-padding: for `N ≤ M`, the magnetization fills the sites `0, ..., N - 1` of a ring of `M`
sites, and the remaining sites are empty. For `0 < M < N`, only the first `M` cells are kept. -/
def zeroPad (N M : ℕ) (m : ℕ → ℂ) (r : ZMod M) : ℂ :=
  if r.val < N then m r.val else 0

/-- The kernel wrapped onto a ring of `M` sites: the values at all separations
`-N < d < N` that fall on the same site are added. -/
def wrapKernel (N M : ℕ) (K : ℤ → ℂ) (r : ZMod M) : ℂ :=
  ∑ d ∈ Ioo (-(N : ℤ)) (N : ℤ), if (d : ZMod M) = r then K d else 0

/-- The field computed by Fourier transform: the inverse DFT of the product of the DFTs of the
wrapped kernel and the zero-padded magnetization. -/
def fftField (N M : ℕ) [NeZero M] (K : ℤ → ℂ) (m : ℕ → ℂ) : ZMod M → ℂ :=
  ZMod.dft.symm (fun k => ZMod.dft (wrapKernel N M K) k * ZMod.dft (zeroPad N M m) k)

/-- Convolution theorem on a ring of `M` sites: the DFT of a cyclic convolution is the product
of the DFTs. -/
theorem dft_convolution {M : ℕ} [NeZero M] (f g : ZMod M → ℂ) (k : ZMod M) :
    ZMod.dft (fun i => ∑ j, f (i - j) * g j) k = ZMod.dft f k * ZMod.dft g k := by
  simp only [ZMod.dft_apply, smul_eq_mul, Finset.mul_sum]
  rw [Finset.sum_comm]
  refine Finset.sum_congr rfl fun j _ => ?_
  rw [Finset.sum_mul]
  -- shift the summation variable by the source position
  refine Fintype.sum_equiv (Equiv.subRight j) _ _ fun i => ?_
  have h : ZMod.stdAddChar (-(i * k)) =
      ZMod.stdAddChar (-((i - j) * k)) * ZMod.stdAddChar (-(j * k)) := by
    rw [← AddChar.map_add_eq_mul]
    congr 1
    ring
  simp only [Equiv.subRight_apply]
  rw [h]
  ring

/-- The Fourier-computed field is the cyclic convolution of the wrapped kernel with the
zero-padded magnetization. -/
theorem fftField_eq_cyclic (N M : ℕ) [NeZero M] (K : ℤ → ℂ) (m : ℕ → ℂ) (i : ZMod M) :
    fftField N M K m i = ∑ j, wrapKernel N M K (i - j) * zeroPad N M m j := by
  have h : (fun k => ZMod.dft (wrapKernel N M K) k * ZMod.dft (zeroPad N M m) k) =
      ZMod.dft (fun i => ∑ j, wrapKernel N M K (i - j) * zeroPad N M m j) :=
    funext fun k => (dft_convolution _ _ k).symm
  rw [fftField, h, LinearEquiv.symm_apply_apply]

/-- If the ring has room for all `N` cells, the Fourier-computed field is a sum over the
physical cells, with the wrapped kernel in place of the true one. -/
theorem fftField_eq_wrapped {N M : ℕ} [NeZero M] (hNM : N ≤ M) (K : ℤ → ℂ) (m : ℕ → ℂ)
    (i : ZMod M) :
    fftField N M K m i = ∑ j ∈ range N, wrapKernel N M K (i - (j : ZMod M)) * m j := by
  have hv : ∀ j ∈ range N, (j : ZMod M).val = j := fun j hj =>
    ZMod.val_natCast_of_lt (lt_of_lt_of_le (mem_range.mp hj) hNM)
  rw [fftField_eq_cyclic]
  simp only [zeroPad, mul_ite, mul_zero]
  rw [← Finset.sum_filter]
  -- occupied ring sites correspond to physical cells
  refine Finset.sum_nbij' (fun r : ZMod M => r.val) (fun j : ℕ => (j : ZMod M))
    ?_ ?_ ?_ ?_ ?_
  · intro r hr
    exact mem_range.mpr (mem_filter.mp hr).2
  · intro j hj
    simp only [mem_filter, mem_univ, true_and, hv j hj]
    exact mem_range.mp hj
  · intro r _
    exact ZMod.natCast_zmod_val r
  · intro j hj
    exact hv j hj
  · intro r _
    simp only [ZMod.natCast_zmod_val]

/-- On a ring of `M ≥ 2N - 1` sites the wrapped kernel reproduces the true kernel at every
separation `-N < d < N`. -/
theorem wrapKernel_eq {N M : ℕ} (hM : 2 * N ≤ M + 1) (K : ℤ → ℂ) {d : ℤ}
    (h₁ : -(N : ℤ) < d) (h₂ : d < N) : wrapKernel N M K (d : ZMod M) = K d := by
  rw [wrapKernel, Finset.sum_eq_single d]
  · exact if_pos rfl
  · intro e he hed
    refine if_neg fun h => hed ?_
    obtain ⟨h₃, h₄⟩ := mem_Ioo.mp he
    -- equal residues differ by a multiple of M, and only the multiple zero is in range
    obtain ⟨q, hq⟩ := (ZMod.intCast_eq_intCast_iff_dvd_sub e d M).mp h
    have hM' : 2 * (N : ℤ) ≤ M + 1 := by exact_mod_cast hM
    have hM0 : (0 : ℤ) ≤ M := Int.natCast_nonneg M
    have hq1 : q < 1 := by
      by_contra hc
      nlinarith [mul_nonneg hM0 (sub_nonneg.mpr (not_lt.mp hc))]
    have hq2 : -1 < q := by
      by_contra hc
      nlinarith [mul_nonneg hM0 (sub_nonneg.mpr (not_lt.mp hc))]
    have hq0 : q = 0 := by omega
    rw [hq0, mul_zero] at hq
    omega
  · intro h
    exact absurd (mem_Ioo.mpr ⟨h₁, h₂⟩) h

/-- With zero-padding to `M ≥ 2N - 1` sites, the Fourier-computed field equals the directly
summed field at every cell `i < N`. -/
theorem fftField_eq_directField {N M : ℕ} [NeZero M] (hM : 2 * N ≤ M + 1) (K : ℤ → ℂ)
    (m : ℕ → ℂ) {i : ℕ} (hi : i < N) :
    fftField N M K m (i : ZMod M) = directField N K m i := by
  have hpos : 0 < M := NeZero.pos M
  rw [fftField_eq_wrapped (by omega), directField]
  refine Finset.sum_congr rfl fun j hj => ?_
  have hj' := mem_range.mp hj
  have hc : (i : ZMod M) - (j : ZMod M) = (((i : ℤ) - (j : ℤ) : ℤ) : ZMod M) := by simp
  rw [hc, wrapKernel_eq hM K (by omega) (by omega)]

/-- Vector magnetization with a 3 × 3 kernel tensor: for `M ≥ 2N - 1`, multiplying tensor and
vector in Fourier space and transforming back gives each field component at every cell. -/
theorem tensor_field {N M : ℕ} [NeZero M] (hM : 2 * N ≤ M + 1)
    (K : Fin 3 → Fin 3 → ℤ → ℂ) (m : Fin 3 → ℕ → ℂ) (a : Fin 3) {i : ℕ} (hi : i < N) :
    ZMod.dft.symm (fun k => ∑ b, ZMod.dft (wrapKernel N M (K a b)) k *
      ZMod.dft (zeroPad N M (m b)) k) (i : ZMod M) =
    ∑ b, ∑ j ∈ range N, K a b ((i : ℤ) - (j : ℤ)) * m b j := by
  have h : (fun k => ∑ b, ZMod.dft (wrapKernel N M (K a b)) k *
      ZMod.dft (zeroPad N M (m b)) k) =
      ∑ b, fun k => ZMod.dft (wrapKernel N M (K a b)) k *
        ZMod.dft (zeroPad N M (m b)) k := by
    funext k
    rw [Finset.sum_apply]
  rw [h, map_sum, Finset.sum_apply]
  exact Finset.sum_congr rfl fun b _ => fftField_eq_directField hM (K a b) (m b) hi

/-- Two cells on a ring of two sites: the Fourier-computed field is off by `K 1 * m 1` at
cell 0 and by `K (-1) * m 0` at cell 1. -/
theorem two_cell_error (K : ℤ → ℂ) (m : ℕ → ℂ) :
    fftField 2 2 K m 0 - directField 2 K m 0 = K 1 * m 1 ∧
    fftField 2 2 K m 1 - directField 2 K m 1 = K (-1) * m 0 := by
  have hs : Ioo (-((2 : ℕ) : ℤ)) ((2 : ℕ) : ℤ) = {-1, 0, 1} := by decide
  have e : ∀ r : ZMod 2, wrapKernel 2 2 K r =
      (if ((-1 : ℤ) : ZMod 2) = r then K (-1) else 0) +
      ((if ((0 : ℤ) : ZMod 2) = r then K 0 else 0) +
       (if ((1 : ℤ) : ZMod 2) = r then K 1 else 0)) := by
    intro r
    rw [wrapKernel, hs]
    simp
  -- separations 1 and -1 share a site
  have w0 : wrapKernel 2 2 K 0 = K 0 := by
    rw [e, if_neg (show ¬ ((-1 : ℤ) : ZMod 2) = 0 by decide),
      if_pos (show ((0 : ℤ) : ZMod 2) = 0 by decide),
      if_neg (show ¬ ((1 : ℤ) : ZMod 2) = 0 by decide)]
    ring
  have w1 : wrapKernel 2 2 K 1 = K (-1) + K 1 := by
    rw [e, if_pos (show ((-1 : ℤ) : ZMod 2) = 1 by decide),
      if_neg (show ¬ ((0 : ℤ) : ZMod 2) = 1 by decide),
      if_pos (show ((1 : ℤ) : ZMod 2) = 1 by decide)]
    ring
  constructor
  · rw [fftField_eq_wrapped le_rfl, directField]
    simp only [Finset.sum_range_succ, Finset.sum_range_zero]
    rw [show (0 : ZMod 2) - ((0 : ℕ) : ZMod 2) = 0 by decide,
      show (0 : ZMod 2) - ((1 : ℕ) : ZMod 2) = 1 by decide, w0, w1,
      show ((0 : ℕ) : ℤ) - ((0 : ℕ) : ℤ) = 0 by norm_num,
      show ((0 : ℕ) : ℤ) - ((1 : ℕ) : ℤ) = -1 by norm_num]
    ring
  · rw [fftField_eq_wrapped le_rfl, directField]
    simp only [Finset.sum_range_succ, Finset.sum_range_zero]
    rw [show (1 : ZMod 2) - ((0 : ℕ) : ZMod 2) = 1 by decide,
      show (1 : ZMod 2) - ((1 : ℕ) : ZMod 2) = 0 by decide, w0, w1,
      show ((1 : ℕ) : ℤ) - ((0 : ℕ) : ℤ) = 1 by norm_num,
      show ((1 : ℕ) : ℤ) - ((1 : ℕ) : ℤ) = 0 by norm_num]
    ring

/-- The Fourier-computed field is correct at all `N` cells for every kernel and every
magnetization if and only if the ring has `M ≥ 2N - 1` sites. -/
theorem fft_exact_iff (N M : ℕ) [NeZero M] :
    (∀ (K : ℤ → ℂ) (m : ℕ → ℂ) (i : ℕ), i < N →
      fftField N M K m (i : ZMod M) = directField N K m i) ↔ 2 * N ≤ M + 1 := by
  refine ⟨fun H => ?_, fun hM K m i hi => fftField_eq_directField hM K m hi⟩
  by_contra hlt
  have hpos : 0 < M := NeZero.pos M
  obtain ⟨n, rfl⟩ : ∃ n, N = n + 1 := ⟨N - 1, by omega⟩
  -- a kernel supported at the separation that is aliased onto the last cell
  obtain ⟨K, hK1, hK0⟩ : ∃ K : ℤ → ℂ, K ((n : ℤ) - (M : ℤ)) = 1 ∧
      ∀ d, d ≠ (n : ℤ) - (M : ℤ) → K d = 0 :=
    ⟨fun d => if d = (n : ℤ) - (M : ℤ) then 1 else 0, if_pos rfl, fun d hd => if_neg hd⟩
  -- a point source at cell 0
  obtain ⟨m, hm1, hm0⟩ : ∃ m : ℕ → ℂ, m 0 = 1 ∧ ∀ j, j ≠ 0 → m j = 0 :=
    ⟨fun j => if j = 0 then 1 else 0, if_pos rfl, fun j hj => if_neg hj⟩
  have hdir : directField (n + 1) K m n = 0 := by
    refine Finset.sum_eq_zero fun j _ => ?_
    by_cases hj : j = 0
    · rw [hK0 _ (by omega), zero_mul]
    · rw [hm0 j hj, mul_zero]
  have hw : wrapKernel (n + 1) M K (n : ZMod M) = 1 := by
    rw [wrapKernel, Finset.sum_eq_single ((n : ℤ) - (M : ℤ))]
    · rw [if_pos (by simp), hK1]
    · intro d _ hd
      rw [hK0 d hd, ite_self]
    · intro hd
      exact absurd (mem_Ioo.mpr ⟨by omega, by omega⟩) hd
  have hfft : fftField (n + 1) M K m (n : ZMod M) = 1 := by
    rw [fftField_eq_cyclic, Finset.sum_eq_single 0]
    · rw [sub_zero, hw, one_mul]
      simp [zeroPad, hm1]
    · intro r _ hr
      have hr' : r.val ≠ 0 := fun h => hr ((ZMod.val_eq_zero r).mp h)
      rw [zeroPad, hm0 _ hr', ite_self, mul_zero]
    · intro h
      exact absurd (mem_univ _) h
  have h := H K m n (by omega)
  rw [hfft, hdir] at h
  exact one_ne_zero h

end

end DipolarFieldFFT
```

```lean
#print axioms DipolarFieldFFT.fftField_eq_cyclic
#print axioms DipolarFieldFFT.tensor_field
#print axioms DipolarFieldFFT.two_cell_error
#print axioms DipolarFieldFFT.fft_exact_iff
```

```
'DipolarFieldFFT.fftField_eq_cyclic' depends on axioms: [propext, Classical.choice, Quot.sound]
'DipolarFieldFFT.tensor_field' depends on axioms: [propext, Classical.choice, Quot.sound]
'DipolarFieldFFT.two_cell_error' depends on axioms: [propext, Classical.choice, Quot.sound]
'DipolarFieldFFT.fft_exact_iff' depends on axioms: [propext, Classical.choice, Quot.sound]
```

## An open chain computed on a ring

Each cell of a magnet feels the dipolar field of every cell, including its own contribution \(K(0)m_i\). Direct summation costs of order \(N^2\) operations, so finite-difference micromagnetic codes commonly use Fourier transforms; the theorems treat this method for a single chain and without rounding. A DFT makes the chain periodic, and the padding must keep sources from acting through the periodic images.

`directField` is the open-chain sum. `zeroPad` places \(m\) on the ring `ZMod M`, and `wrapKernel` adds all kernel values whose separations agree modulo \(M\). The equivalence also covers rings with \(M<N\), which are too small for the chain: there `zeroPad` keeps only the first \(M\) cells, and the field at cell \(i\) is read at site \(i\) modulo \(M\). `fftField` is named after the usual algorithm, but it is defined by Mathlib's DFT, with no factor \(1/M\) in the forward transform, and says nothing about speed.

The hypothesis `2 * N ≤ M + 1` is \(M\ge2N-1\). Although `K` and `m` are functions on all of ℤ and ℕ, only separations \(|d|<N\) and cells \(j<N\) enter the fields. `K` is arbitrary and complex, so its dipolar form is never used. The model also replaces a continuous three-dimensional body by a single row of equal cells whose interaction depends only on their separation.

`tensor_field` gives the same sufficiency for three magnetization components and a \(3\times3\) kernel tensor \(K_{ab}\), still on a one-dimensional chain.

## From the product of DFTs to the direct sum

Write \(\chi(x)=e^{2\pi\sqrt{-1}\,x/M}\). For functions \(f,g\) on the ring, the DFT of their cyclic convolution is
\[
\sum_i\chi(-ik)\sum_j f(i-j)g(j)
=\sum_j\chi(-jk)g(j)\sum_i\chi(-(i-j)k)f(i-j)=\hat f(k)\,\hat g(k).
\]
The last step shifts the summation variable by \(j\), which is `Equiv.subRight j` in `dft_convolution`. Inverting the transform gives `fftField_eq_cyclic`.

If \(N\le M\), the padded sites contribute nothing. `fftField_eq_wrapped` matches the occupied sites with the cells and leaves
\[
\sum_{j<N}K_{\mathrm w}(i-j)\,m_j,\qquad
K_{\mathrm w}(r)=\sum_{\substack{-N<d<N\\ d\equiv r\ (\mathrm{mod}\ M)}}K(d).
\]

Now let \(M\ge2N-1\), and suppose two separations \(d,e\) in range share a site. Then \(d-e=Mq\) for an integer \(q\), while \(|d-e|\le2N-2<M\). Hence \(q=0\) and \(d=e\), so \(K_{\mathrm w}(d)=K(d)\). In `wrapKernel_eq`, the two `nlinarith` calls exclude \(q\ge1\) and \(q\le-1\). Since \(i-j\) is always in range for two cells, `fftField_eq_directField` follows term by term. The tensor version applies it to each component \(b\) and adds, using the linearity of the inverse DFT.

## Two cells on two sites

Room for the cells alone, \(M\ge N\), is not enough. For \(N=M=2\) the separations \(1\) and \(-1\) share a site, so \(K_{\mathrm w}(0)=K(0)\) and \(K_{\mathrm w}(1)=K(-1)+K(1)\). At cell 0 the Fourier field is
\[
K(0)m_0+\bigl(K(-1)+K(1)\bigr)m_1,
\]
whereas the direct field is \(K(0)m_0+K(-1)m_1\). The error is \(K(1)m_1\); at cell 1 it is \(K(-1)m_0\). This is `two_cell_error`.

## Every smaller ring fails for some kernel

Let \(1\le M<2N-1\). Put a unit source at cell 0, and let \(K\) be 1 at separation \(N-1-M\) and 0 elsewhere. This separation lies in range and falls on the same site as \(N-1\). The Fourier field at cell \(N-1\) is therefore 1, while the direct field there is \(K(N-1)=0\). `fft_exact_iff` carries this out with \(N=n+1\). A particular kernel may tolerate a smaller ring; the zero kernel always does.

## Signed separations

The separation must be formed in the integers, as in `(i : ℤ) - (j : ℤ)`. Subtraction of natural numbers in Lean stops at zero, so subtracting before the conversion would assign \(K(0)\) to every source with \(j>i\). The statement would still type-check, but it would describe a different field.
